# Linearised G0W0: a width that varies with energy moves the spectral peak off the quasiparticle root

## Two energies from one self-energy

After a G0W0 run I put one number per state into the band-structure table. I take the self-energy and its slope at the mean-field energy, form the renormalisation factor Z, and solve the linearised quasiparticle equation. For comparison with direct and inverse photoemission I also plot the spectral function and read off the position of its peak.

For long-lived states the two numbers agree. For a broad state they differ by several hundredths of an eV, although I use the same linearised self-energy for both and the energy grid is fine enough. I had thought that the peak sits where the real part of the inverse Green's function vanishes, which is the quasiparticle equation. Is the difference real, and can I predict its size and sign?

## The peak moves toward smaller width

The difference is real. The real part of the inverse Green's function does vanish at the root, but the peak height also depends on the imaginary part. If the width changes with energy, a small step toward smaller width costs only second order in the distance from the root and gains first order in the width. For a self-energy linear in energy the displacement has a closed form.

**From the self-energy to a line shape.** Let ε be the mean-field energy and let

Σ(ω) = c + d(ω − ε)

be the self-energy correction for one state, with complex value c (exchange-correlation potential already subtracted) and complex slope d. The retarded Green's function is G(ω) = 1/(ω − ε − Σ(ω)) and the spectral function is A(ω) = −Im G(ω)/π. The quasiparticle equation ω = ε + Re Σ(ω) reads (1 − Re d)(ω − ε) = Re c, so its root is

E = ε + Z Re c, with Z = 1/(1 − Re d).

Measure energy from the root, x = ω − E, and define the renormalised width

Γ(x) = −Z Im Σ(E + x) = g + s x, with g = −Z Im Σ(E) and s = −Z Im d.

The real part of ω − ε − Σ(ω) is then x/Z and the imaginary part is Γ(x)/Z. Hence G = Z/(x + iΓ), and

A = (Z/π) · Γ/(x² + Γ²).

**Finding the maximum.** Take Z > 0 and g > 0, and set R = √(1 + s²). The derivative of Γ/(x² + Γ²) vanishes when

s x² − 2xΓ − s Γ² = 0.

The solution with the higher value satisfies (1 + R)x + sΓ = 0. Inserting Γ = g + s x gives the position

x₀ = −s g/(R(1 + R)),

and the height there is (1 + R)/(2g). To see that this is the global maximum, subtract the line shape from that height:

(1 + R)/(2g) − Γ/(x² + Γ²) = N/(2g(x² + Γ²)), with N = (1 + R)(x² + Γ²) − 2gΓ.

Multiply N by 1 + R and replace g by Γ − s x:

(1 + R)N = (1 + R)²x² + 2(1 + R)s xΓ + (R² − 1)Γ².

Since R² − 1 = s², the right-hand side is a perfect square, ((1 + R)x + sΓ)². Its base is linear in x:

(1 + R)x + sΓ = (1 + R + s²)x + s g = R(1 + R)(x − x₀).

Therefore

N = R²(1 + R)(x − x₀)².

The denominator x² + Γ² is never zero: at x = 0 it equals g², and elsewhere x² > 0. So the deficit is positive everywhere except at x₀, and the maximum is unique on the whole real line.

**The width at the peak.** Inserting x₀ gives

Γ(x₀) = g(R + R² − s²)/(R(1 + R)) = g/R.

This is positive, and smaller than g whenever s ≠ 0. For s = 0 the peak sits on the root.

**Numbers for a broad state.** Take an empty state with ε = 5.00 eV, c = 0.25 − 0.1875i eV and d = −0.25 − 0.9375i, a steep slope chosen for round results. Then:

- Z = 1/1.25 = 0.8 and E = 5.00 + 0.8 · 0.25 = 5.20 eV.
- Im Σ(E) = −0.1875 − 0.9375 · 0.20 = −0.375 eV, so g = 0.30 eV.
- s = 0.8 · 0.9375 = 0.75, so R = √1.5625 = 1.25.
- x₀ = −0.75 · 0.30/(1.25 · 2.25) = −0.08 eV.

The table entry is 5.20 eV and the plotted peak is at 5.12 eV. The width falls from 0.30 to 0.24 eV, and the line shape rises from 1/g ≈ 3.33 to 3.75 eV⁻¹.

**In your workflow.** If you get Re d for Z from the values of Σ at ε and at a neighbouring energy, the imaginary parts of the same two values give Im d, and with it s and x₀. The table keeps E. A measured peak maximum is to be compared with E + x₀, as far as the linearised self-energy describes the state and matrix elements, background and resolution do not shift the maximum. For an electron state whose width grows with energy, s > 0 and the peak lies below the root. For an occupied state whose width grows toward lower energy, s < 0 and the peak lies above the root.

Here is the result in Lean 4 with Mathlib.

```lean
import Mathlib

namespace GWSpectralPeak

noncomputable section

/-- The width `Γ(x) = g + s x` at energy `x` measured from the quasiparticle root. -/
def width (g s x : ℝ) : ℝ := g + s * x

/-- The line shape `Γ / (x² + Γ²)` with energy-dependent width, for `x` and `Γ(x)` not both zero. -/
def lineShape (g s x : ℝ) : ℝ := width g s x / (x ^ 2 + width g s x ^ 2)

/-- The factor `R = √(1 + s²)` set by the slope of the width. -/
def R (s : ℝ) : ℝ := Real.sqrt (1 + s ^ 2)

/-- The displacement `-s g / (R (1 + R))` from the quasiparticle root. -/
def peakShift (g s : ℝ) : ℝ := -(s * g) / (R s * (1 + R s))

lemma R_pos (s : ℝ) : 0 < R s := Real.sqrt_pos.2 (by positivity)

lemma R_sq (s : ℝ) : R s ^ 2 = 1 + s ^ 2 := Real.sq_sqrt (by positivity)

lemma peakShift_mul (g s : ℝ) : R s * (1 + R s) * peakShift g s = -(s * g) := by
  have hR := R_pos s
  have h : R s * (1 + R s) ≠ 0 := by positivity
  exact mul_div_cancel₀ _ h

lemma denom_pos {g : ℝ} (hg : 0 < g) (s x : ℝ) : 0 < x ^ 2 + width g s x ^ 2 := by
  rcases eq_or_ne x 0 with rfl | hx
  · have h : width g s 0 = g := by simp [width]
    rw [h]
    positivity
  · positivity

/-- For positive width at the root, the line shape falls short of `(1 + R) / (2 g)` by an explicit
quotient whose numerator is proportional to the squared distance from the displaced energy. -/
theorem lineShape_deficit {g : ℝ} (hg : 0 < g) (s x : ℝ) :
    (1 + R s) / (2 * g) - lineShape g s x =
      R s ^ 2 * (1 + R s) * (x - peakShift g s) ^ 2 /
        (2 * g * (x ^ 2 + width g s x ^ 2)) := by
  have hR := R_pos s
  have hR2 := R_sq s
  have hk := peakShift_mul g s
  have h1 : 1 + R s ≠ 0 := by positivity
  have h2 : 2 * g ≠ 0 := by positivity
  have hsq : R s * (1 + R s) * (x - peakShift g s) = (1 + R s) * x + s * width g s x := by
    simp only [width]
    linear_combination x * hR2 - hk
  -- completing the square in the numerator
  have hnum : (1 + R s) * (x ^ 2 + width g s x ^ 2) - 2 * g * width g s x =
      R s ^ 2 * (1 + R s) * (x - peakShift g s) ^ 2 := by
    apply mul_left_cancel₀ h1
    calc (1 + R s) * ((1 + R s) * (x ^ 2 + width g s x ^ 2) - 2 * g * width g s x)
        = ((1 + R s) * x + s * width g s x) ^ 2 := by
          simp only [width]
          linear_combination (g + s * x) ^ 2 * hR2
      _ = (R s * (1 + R s) * (x - peakShift g s)) ^ 2 := by rw [hsq]
      _ = (1 + R s) * (R s ^ 2 * (1 + R s) * (x - peakShift g s) ^ 2) := by ring
  unfold lineShape
  rw [div_sub_div _ _ h2 (denom_pos hg s x).ne', hnum]

/-- For positive width at the root, the line shape at the displaced energy has
height `(1 + R) / (2 g)`. -/
theorem lineShape_peak {g : ℝ} (hg : 0 < g) (s : ℝ) :
    lineShape g s (peakShift g s) = (1 + R s) / (2 * g) := by
  have h := lineShape_deficit hg s (peakShift g s)
  rw [sub_self (peakShift g s), zero_pow two_ne_zero, mul_zero, zero_div] at h
  linarith

/-- For positive width at the root, the line shape at any other energy lies strictly below
its value at `-s g / (R (1 + R))`. -/
theorem lineShape_lt_peak {g s x : ℝ} (hg : 0 < g) (hx : x ≠ peakShift g s) :
    lineShape g s x < lineShape g s (peakShift g s) := by
  have hR := R_pos s
  have hd := lineShape_deficit hg s x
  have hsq : 0 < (x - peakShift g s) ^ 2 :=
    lt_of_le_of_ne (sq_nonneg _) (pow_ne_zero 2 (sub_ne_zero.2 hx)).symm
  have hpos := div_pos (mul_pos (mul_pos (pow_pos hR 2) (by linarith : 0 < 1 + R s)) hsq)
    (mul_pos (by linarith : 0 < 2 * g) (denom_pos hg s x))
  rw [lineShape_peak hg s]
  linarith

/-- The width at the displaced energy is the width at the root divided by `R`. -/
theorem width_peak (g s : ℝ) : width g s (peakShift g s) = g / R s := by
  have hR := R_pos s
  have h1 : 1 + R s ≠ 0 := by positivity
  rw [eq_div_iff hR.ne']
  apply mul_right_cancel₀ h1
  simp only [width]
  linear_combination s * peakShift_mul g s + g * R_sq s

/-- If the width is positive at the root and has nonzero slope, then at the displaced energy
it is still positive but smaller than at the root. -/
theorem width_peak_lt {g s : ℝ} (hg : 0 < g) (hs : s ≠ 0) :
    0 < width g s (peakShift g s) ∧ width g s (peakShift g s) < g := by
  have hR := R_pos s
  have hs2 : 0 < s ^ 2 := by positivity
  have h1 : 1 < R s := by nlinarith [R_sq s]
  rw [width_peak]
  exact ⟨div_pos hg hR, div_lt_self hg h1⟩

/-- The self-energy correction, linearised about the mean-field energy `ε`, with value `c`
(exchange-correlation potential subtracted) and slope `d` there. -/
def selfEnergy (ε : ℝ) (c d : ℂ) (ω : ℝ) : ℂ := c + d * ((ω - ε : ℝ) : ℂ)

/-- The renormalisation factor `Z = 1 / (1 - Re d)`, for `Re d ≠ 1`. -/
def Z (d : ℂ) : ℝ := 1 / (1 - d.re)

/-- The linearised G0W0 quasiparticle energy `ε + Z Re c`, for `Re d ≠ 1`. -/
def qpRoot (ε : ℝ) (c d : ℂ) : ℝ := ε + Z d * c.re

/-- The renormalised width `-Z Im Σ` at the quasiparticle root, for `Re d ≠ 1`. -/
def rootWidth (ε : ℝ) (c d : ℂ) : ℝ := -Z d * (selfEnergy ε c d (qpRoot ε c d)).im

/-- The slope `-Z Im d` of the renormalised width, for `Re d ≠ 1`. -/
def widthSlope (d : ℂ) : ℝ := -Z d * d.im

/-- The spectral function `-Im G / π` with `G = 1 / (ω - ε - Σ(ω))`, away from poles of `G`. -/
def spectral (ε : ℝ) (c d : ℂ) (ω : ℝ) : ℝ :=
  -((((ω - ε : ℝ) : ℂ) - selfEnergy ε c d ω)⁻¹).im / Real.pi

lemma mul_Z {d : ℂ} (hd : d.re ≠ 1) : (1 - d.re) * Z d = 1 :=
  mul_one_div_cancel (sub_ne_zero.2 hd.symm)

/-- For `Re d ≠ 1`, the quasiparticle equation `ω = ε + Re Σ(ω)` has exactly one solution,
`ε + Z Re c`. -/
theorem qp_equation_iff {ε ω : ℝ} {c d : ℂ} (hd : d.re ≠ 1) :
    ω = ε + (selfEnergy ε c d ω).re ↔ ω = qpRoot ε c d := by
  have hZ := mul_Z hd
  simp only [selfEnergy, qpRoot, Complex.add_re, Complex.mul_re, Complex.ofReal_re,
    Complex.ofReal_im]
  constructor <;> intro h
  · linear_combination Z d * h - (ω - ε) * hZ
  · linear_combination (1 - d.re) * h + c.re * hZ

/-- For `Re d ≠ 1` and positive width at the root, the G0W0 spectral function is `Z / π` times the
line shape, with energy measured from the quasiparticle root. -/
theorem spectral_eq {ε : ℝ} {c d : ℂ} (hd : d.re ≠ 1) (hg : 0 < rootWidth ε c d) (ω : ℝ) :
    spectral ε c d ω = Z d / Real.pi *
      lineShape (rootWidth ε c d) (widthSlope d) (ω - qpRoot ε c d) := by
  have hZ := mul_Z hd
  have hD := (denom_pos hg (widthSlope d) (ω - qpRoot ε c d)).ne'
  -- real and imaginary parts of the inverse Green's function
  have hre : (((ω - ε : ℝ) : ℂ) - selfEnergy ε c d ω).re =
      (1 - d.re) * (ω - qpRoot ε c d) := by
    simp only [selfEnergy, qpRoot, Complex.sub_re, Complex.add_re, Complex.mul_re,
      Complex.ofReal_re, Complex.ofReal_im]
    linear_combination c.re * hZ
  have him : (((ω - ε : ℝ) : ℂ) - selfEnergy ε c d ω).im =
      (1 - d.re) * width (rootWidth ε c d) (widthSlope d) (ω - qpRoot ε c d) := by
    simp only [width, rootWidth, widthSlope, selfEnergy, Complex.sub_im, Complex.add_im,
      Complex.mul_im, Complex.ofReal_re, Complex.ofReal_im]
    linear_combination (c.im + d.im * (ω - ε)) * hZ
  have aux : ∀ k X G : ℝ, k ≠ 0 → X ^ 2 + G ^ 2 ≠ 0 →
      -(-(k * G) / (k * X * (k * X) + k * G * (k * G))) / Real.pi =
        1 / k / Real.pi * (G / (X ^ 2 + G ^ 2)) := by
    intro k X G hk hXG
    rw [show k * X * (k * X) + k * G * (k * G) = k ^ 2 * (X ^ 2 + G ^ 2) by ring]
    field_simp
  unfold spectral lineShape
  rw [Complex.inv_im, Complex.normSq_apply, hre, him]
  exact aux _ _ _ (sub_ne_zero.2 hd.symm) hD

/-- For `Re d < 1` and positive width `g` at the root, the linearised G0W0 spectral function has
its unique maximum displaced from the quasiparticle root by `-s g / (R (1 + R))`, where `s` is
the slope of the width. -/
theorem spectral_lt_peak {ε ω : ℝ} {c d : ℂ} (hd : d.re < 1) (hg : 0 < rootWidth ε c d)
    (hω : ω ≠ qpRoot ε c d + peakShift (rootWidth ε c d) (widthSlope d)) :
    spectral ε c d ω <
      spectral ε c d (qpRoot ε c d + peakShift (rootWidth ε c d) (widthSlope d)) := by
  have hZ : 0 < Z d := one_div_pos.2 (by linarith)
  rw [spectral_eq hd.ne hg, spectral_eq hd.ne hg, add_sub_cancel_left]
  exact mul_lt_mul_of_pos_left
    (lineShape_lt_peak hg (fun h => hω (by linarith))) (div_pos hZ Real.pi_pos)

end

end GWSpectralPeak
```

```lean
#print axioms GWSpectralPeak.width_peak_lt
#print axioms GWSpectralPeak.qp_equation_iff
#print axioms GWSpectralPeak.spectral_lt_peak
```

```
'GWSpectralPeak.width_peak_lt' depends on axioms: [propext, Classical.choice, Quot.sound]
'GWSpectralPeak.qp_equation_iff' depends on axioms: [propext, Classical.choice, Quot.sound]
'GWSpectralPeak.spectral_lt_peak' depends on axioms: [propext, Classical.choice, Quot.sound]
```

**Reading the definitions.** `width g s x` is Γ(x), and `lineShape g s x` is Γ/(x² + Γ²) without the factor 1/π. `R s` is the square root above, and `peakShift g s` is x₀. For constant Γ this width is the half width at half maximum; many texts use the letter Γ for twice that.

The G0W0 quantities are built from a real `ε` and complex `c` and `d`. `selfEnergy` is the correction Σ with the exchange-correlation potential removed, not the full self-energy. `qpRoot` is E, `rootWidth` is g, `widthSlope` is s, and `spectral` is A(ω) for a single state, so coupling between states through off-diagonal elements of Σ is left out.

**What the theorems say.** `qp_equation_iff` states that for Re d ≠ 1 the quasiparticle equation holds at E and at no other energy. `spectral_eq` states that A(ω) is Z/π times the line shape at x = ω − E, if also g > 0. `spectral_lt_peak` is the answer to your question: for Re d < 1 and g > 0, A(ω) at every ω other than E + x₀ is strictly smaller than at E + x₀. The direction of the shift comes from `width_peak_lt`, which says that for s ≠ 0 the width at the displaced energy is positive and below g.

The condition Re d < 1 means Z > 0. Together with g > 0 it requires Im Σ(E) < 0, which is the sign of a decaying state in the retarded convention. With time-ordered quantities the imaginary part has the opposite sign for occupied states and has to be converted first.

The step to a real calculation that these hypotheses leave open is the linearisation. Your plot uses the straight line, so the formula applies to it as it stands. A computed Σ(ω) is curved, and its spectral function can have satellites. For a plot made from the full Σ(ω), rely on the formula only if the straight line is good over a window containing ε, the root and the peak. When s ≠ 0, the linear width even becomes negative on one side of the root, beyond x = −g/s. The maximum in the theorem is taken over those energies too, but the peak itself lies where the width is positive.

**The proof of the line-shape result.** `R_pos` and `R_sq` supply R > 0 and R² = 1 + s², and `peakShift_mul` gives x₀ with its denominator cleared. `denom_pos` shows x² + Γ² > 0 by the same two cases as above, x = 0 and x ≠ 0.

The central identity is `lineShape_deficit`. Inside it, `hsq` is the linear relation between (1 + R)x + sΓ and x − x₀, and `hnum` is the formula for N. The step `apply mul_left_cancel₀ h1` is the multiplication by 1 + R, after which the `calc` chain forms the perfect square, rewrites its base with `hsq` and takes the factor 1 + R out again. The calls to `linear_combination` insert R² = 1 + s² at the places where the derivation uses it.

Setting x = x₀ in the identity gives the height, `lineShape_peak`. For x ≠ x₀ the right-hand side is a quotient of positive numbers, which gives `lineShape_lt_peak`. `width_peak` proves Γ(x₀) = g/R by clearing the factors R and 1 + R, and `width_peak_lt` adds that R > 1 when s ≠ 0.

**Carrying it back to the spectral function.** `mul_Z` records (1 − Re d)Z = 1. In `qp_equation_iff`, multiplying by Z leads from the equation to the root, and multiplying by 1 − Re d leads back.

In `spectral_eq`, the facts `hre` and `him` are the real and imaginary parts of ω − ε − Σ(ω), each with the common factor 1 − Re d = 1/Z. Rewriting with `Complex.inv_im` and `Complex.normSq_apply` expresses the imaginary part of the inverse through these two, and the auxiliary statement `aux` cancels one power of the common factor, which leaves Z/π in front. Finally, `spectral_lt_peak` rewrites both sides with `spectral_eq` and multiplies the strict inequality for the line shape by the positive number Z/π.
